# The Tang–Toennies damping functions of all orders sum to the reduced distance

## Reduced distance and damping functions

Let $R$ be the distance between two atoms and $b>0$ an inverse length that sets the range of their charge overlap. The reduced distance is the pure number $x=bR\ge 0$. For an integer $n\ge 0$ the Tang–Toennies damping function and its term of order $n$ are

$$f_n(x)=1-e^{-x}\sum_{k=0}^{n}\frac{x^k}{k!},\qquad w_n(x)=e^{-x}\frac{x^n}{n!}.$$

In a damped dispersion energy, $f_n$ multiplies the term $-C_n/R^n$, so $n$ is the inverse power of the distance. A value near 1 leaves the term as it is, and a value near 0 removes it. The usual dispersion series has only the orders $n=6,8,10,\dots$, whereas the sum below runs over all integers $n\ge 0$.

## The sum and the position of the crossover

For $x\ge 0$,

$$\sum_{n=0}^{\infty} f_n(x)=x .$$

Two inequalities show where the surviving orders lie:

$$(x-n)^2\,(1-f_n)\le x\quad (n\le x),\qquad (n+1-x)^2 f_n\le x\quad (0\le x\le n+1).$$

For $x>0$ and $c>0$, an order $n\le x-c\sqrt x$ has $1-f_n\le 1/c^2$, and an order with $n+1\ge x+c\sqrt x$ has $f_n\le 1/c^2$. The change from undamped to damped orders therefore happens near $n=x$, over a range of at most order $\sqrt x$. In this sense about $x$ of the integer orders survive when $x$ is large. For $0\le x<1$ the second inequality applies to every order and gives $f_n\le x/(n+1-x)^2$, so all orders are damped when $x$ is small, and at $x=0$ every $f_n$ is zero.

For model potentials with this one-parameter damping, the inequalities give a rough guide. The term in $1/R^n$ is nearly undamped when $bR$ exceeds $n$ by several times $\sqrt{bR}$, and nearly removed when $n+1$ exceeds $bR$ by as much. For orders closer to $bR$ the bounds are too weak to decide, and $f_n$ has to be evaluated. All this concerns the damping factors alone: the size of an energy term also depends on $C_n/R^n$.

## How the Lean statements express this

`damping n x` is $f_n(x)$ and `increment n x` is $w_n(x)$. The order is a natural number and $x$ is a real number; $b$, $R$ and $C_n$ don't appear. `Finset.range (n + 1)` contains $0,\dots,n$, so the term $k=n$ is included.

The main theorem, `damping_sum_rule`, assumes `0 ≤ x` and concludes `HasSum (fun n => damping n x) x`: the series converges, in any order of summation, and its sum is $x$. The inequalities are `low_orders_survive` and `high_orders_damped`, written without division so that they also make sense at $n=x$ and $n+1=x$. The first needs no separate sign condition, because $0\le n\le x$.

The form of $f_n$ is taken as a definition and isn't derived from overlapping charge densities. Other damping functions are not covered.

## Deriving the sum

From the definitions,

$$f_{n+1}=f_n-w_{n+1},\qquad (n+1)\,w_{n+1}=x\,w_n .$$

**Slope.** We have $f_0'=e^{-x}=w_0$ and $w_{n+1}'=w_n-w_{n+1}$. If $f_n'=w_n$, then $f_{n+1}'=w_n-(w_n-w_{n+1})=w_{n+1}$. Hence $f_n'=w_n$ for all $n$.

**Bounds.** For $x\ge0$ the partial sum of the exponential series is at most $e^x$, so $f_n\ge 0$. The function $x^{n+1}/(n+1)!-f_n$ vanishes at $x=0$ and has slope $(1-e^{-x})\,x^n/n!\ge 0$. Therefore

$$0\le f_n(x)\le \frac{x^{n+1}}{(n+1)!},$$

and $f_n(x)\to 0$ as $n\to\infty$.

**Finite sum.** For every $N\ge 0$,

$$\sum_{n=0}^{N} f_n = x-x f_N+(N+1)f_{N+1}.$$

At $N=0$ the right side is $xe^{-x}+f_1=f_0$. From $N$ to $N+1$ it grows by

$$x(f_N-f_{N+1})+(N+2)f_{N+2}-(N+1)f_{N+1}
= f_{N+1}+x w_{N+1}-(N+2)w_{N+2}=f_{N+1}.$$

**Limit.** The term $xf_N$ tends to zero, and so does the other boundary term, since

$$0\le (N+1)f_{N+1}\le (N+2)\frac{x^{N+2}}{(N+2)!}=x\,\frac{x^{N+1}}{(N+1)!}\to 0 .$$

What remains is $x$.

## Deriving the two inequalities

For every $N\ge0$,

$$\sum_{k=0}^{N+1} w_k (k-x)^2 = x(1-f_{N+1})+x(x-1)w_{N+1}-x^2 w_N .$$

At $N=0$ both sides equal $e^{-x}(x-x^2+x^3)$. From $N$ to $N+1$ the right side grows by

$$x^2w_{N+2}+(x-2x^2)w_{N+1}+x^2w_N .$$

With $xw_N=(N+1)w_{N+1}$ and $xw_{N+1}=(N+2)w_{N+2}$ this becomes $(N+2-x)^2w_{N+2}$, the new term on the left. As $N\to\infty$, $f_{N+1}$, $w_{N+1}$ and $w_N$ vanish, so

$$\sum_{k=0}^\infty w_k(k-x)^2=x .$$

If $k\le n\le x$, then $(x-n)^2\le (k-x)^2$. Since $1-f_n=\sum_{k\le n}w_k$,

$$(x-n)^2(1-f_n)\le\sum_{k\le n}w_k(k-x)^2\le x .$$

If $x\le n+1\le k$, then $(n+1-x)^2\le(k-x)^2$. Since $f_n-f_{n+m}=\sum_{k=n+1}^{n+m}w_k$,

$$(n+1-x)^2(f_n-f_{n+m})\le x,$$

and $m\to\infty$ gives the second inequality.

## Counter-examples without the hypotheses

- **Negative $x$.** At $x=-1$, $n=1$ we have $f_1=1-e(1-1)=1$. The condition $x\le n+1$ holds, but the second inequality would read $9\le-1$.
- **First inequality with $n>x$.** At $x=0$, $n=1$ it would read $1\le 0$.
- **Second inequality with $x>n+1$.** At $x=3$, $n=0$ the left side is $4(1-e^{-3})\approx 3.80$, which exceeds 3.

The sum itself survives a change of sign: rearranging the absolutely convergent double series gives $e^{-x}\sum_k k\,x^k/k!=x$ for every real $x$, a case that the Lean theorem leaves out. Its proof uses $x\ge0$ to have $f_n\ge0$, which fails at $x=-1$, where $f_0=1-e$.

## The complete file

```lean
import Mathlib

open Filter Topology

namespace DampingSumRule

noncomputable section

/-- The Tang-Toennies damping function of order `n` at reduced distance `x`. -/
def damping (n : ℕ) (x : ℝ) : ℝ :=
  1 - Real.exp (-x) * ∑ k ∈ Finset.range (n + 1), x ^ k / (k.factorial : ℝ)

/-- The term of order `n` in the damping function, `exp(-x) x^n / n!`. -/
def increment (n : ℕ) (x : ℝ) : ℝ :=
  Real.exp (-x) * (x ^ n / (n.factorial : ℝ))

/-- Raising the order by one lowers the damping function by one increment. -/
theorem damping_succ (n : ℕ) (x : ℝ) :
    damping (n + 1) x = damping n x - increment (n + 1) x := by
  simp only [damping, increment]
  rw [Finset.sum_range_succ _ (n + 1)]
  ring

/-- Successive increments are related by `(n+1) w_{n+1} = x w_n`. -/
theorem increment_succ (n : ℕ) (x : ℝ) :
    ((n : ℝ) + 1) * increment (n + 1) x = x * increment n x := by
  have h' : (n : ℝ) + 1 ≠ 0 := by positivity
  simp only [increment, Nat.factorial_succ]
  push_cast
  simp only [div_eq_mul_inv, mul_inv]
  linear_combination
    (Real.exp (-x) * x ^ (n + 1) * (n.factorial : ℝ)⁻¹) * mul_inv_cancel₀ h'

/-- The slope of the damping function of order `n` is the increment of order `n`. -/
theorem hasDerivAt_damping (n : ℕ) (x : ℝ) :
    HasDerivAt (damping n) (increment n x) x := by
  have h1 : HasDerivAt (fun y : ℝ => Real.exp (-y)) (-Real.exp (-x)) x := by
    simpa using (hasDerivAt_neg x).exp
  induction n with
  | zero =>
    have hf : damping 0 = fun y => 1 - Real.exp (-y) := by
      funext y
      simp [damping]
    rw [hf]
    exact (h1.const_sub 1).congr_deriv (by simp [increment])
  | succ n ih =>
    have hf : damping (n + 1) = fun y => damping n y -
        Real.exp (-y) * (y ^ (n + 1) / ((n + 1).factorial : ℝ)) :=
      funext (damping_succ n)
    have h2 := h1.fun_mul
      ((hasDerivAt_pow (n + 1) x).div_const ((n + 1).factorial : ℝ))
    rw [hf]
    refine (ih.fun_sub h2).congr_deriv ?_
    have h' : (n : ℝ) + 1 ≠ 0 := by positivity
    simp only [increment, Nat.factorial_succ, Nat.add_sub_cancel]
    push_cast
    simp only [div_eq_mul_inv, mul_inv]
    linear_combination
      (-(Real.exp (-x) * x ^ n * (n.factorial : ℝ)⁻¹)) * mul_inv_cancel₀ h'

/-- For `x ≥ 0` the damping function is nonnegative and at most `x^(n+1)/(n+1)!`. -/
theorem damping_bounds (n : ℕ) {x : ℝ} (hx : 0 ≤ x) :
    0 ≤ damping n x ∧ damping n x ≤ x ^ (n + 1) / ((n + 1).factorial : ℝ) := by
  constructor
  · have h := mul_le_mul_of_nonneg_left (Real.sum_le_exp_of_nonneg hx (n + 1))
      (Real.exp_pos (-x)).le
    rw [← Real.exp_add, neg_add_cancel, Real.exp_zero] at h
    unfold damping
    linarith
  · -- the difference of the two sides vanishes at zero and does not decrease on `[0, ∞)`
    have hd : ∀ y : ℝ, HasDerivAt
        (fun z => z ^ (n + 1) / ((n + 1).factorial : ℝ) - damping n z)
        (y ^ n / (n.factorial : ℝ) - increment n y) y := by
      intro y
      refine (((hasDerivAt_pow (n + 1) y).div_const _).fun_sub
        (hasDerivAt_damping n y)).congr_deriv ?_
      have h : (n.factorial : ℝ) ≠ 0 := by positivity
      have h' : (n : ℝ) + 1 ≠ 0 := by positivity
      congr 1
      rw [Nat.add_sub_cancel, Nat.factorial_succ]
      push_cast
      field_simp
    have mono := monotoneOn_of_deriv_nonneg (convex_Ici (0 : ℝ))
      (fun y _ => (hd y).continuousAt.continuousWithinAt)
      (fun y _ => (hd y).differentiableAt.differentiableWithinAt)
      (fun y hy => by
        have hy' : 0 < y := by simpa using hy
        rw [(hd y).deriv]
        exact sub_nonneg.2 (mul_le_of_le_one_left (by positivity)
          (Real.exp_le_one_iff.mpr (by linarith))))
    have h := mono (Set.mem_Ici.mpr (le_refl (0 : ℝ))) (Set.mem_Ici.mpr hx) hx
    have h0 : damping n 0 = 0 := by simp [damping, Finset.sum_range_succ']
    simp only [h0, zero_pow (Nat.succ_ne_zero n), zero_div, sub_zero] at h
    linarith

/-- At fixed distance the damping function tends to zero with increasing order. -/
theorem damping_tendsto_zero {x : ℝ} (hx : 0 ≤ x) :
    Tendsto (fun n => damping n x) atTop (𝓝 0) :=
  squeeze_zero (fun n => (damping_bounds n hx).1) (fun n => (damping_bounds n hx).2)
    ((FloorSemiring.tendsto_pow_div_factorial_atTop x).comp (tendsto_add_atTop_nat 1))

/-- Finite sum rule: the damping functions of orders `0` to `N` add up to `x` plus
two boundary terms. -/
theorem damping_partial_sum (N : ℕ) (x : ℝ) :
    ∑ n ∈ Finset.range (N + 1), damping n x =
      x - x * damping N x + ((N : ℝ) + 1) * damping (N + 1) x := by
  induction N with
  | zero =>
    simp [damping, Finset.sum_range_succ]
    ring
  | succ N ih =>
    have h1 := increment_succ (N + 1) x
    have hf := damping_succ N x
    rw [Finset.sum_range_succ, ih, damping_succ (N + 1) x]
    push_cast at h1 ⊢
    linear_combination h1 + x * hf

/-- Sum rule over damping orders: at reduced distance `x ≥ 0` the damping functions of
all orders sum to `x`. -/
theorem damping_sum_rule {x : ℝ} (hx : 0 ≤ x) :
    HasSum (fun n => damping n x) x := by
  rw [hasSum_iff_tendsto_nat_of_nonneg (fun n => (damping_bounds n hx).1)]
  -- the boundary term `(N+1) f_{N+1}` is killed by the factorial
  have hb : Tendsto (fun N : ℕ => ((N : ℝ) + 1) * damping (N + 1) x) atTop (𝓝 0) := by
    have hp := ((FloorSemiring.tendsto_pow_div_factorial_atTop x).comp
      (tendsto_add_atTop_nat 1)).const_mul x
    rw [mul_zero] at hp
    refine squeeze_zero (fun N => mul_nonneg (by positivity)
      (damping_bounds (N + 1) hx).1) (fun N => ?_) hp
    have h := (damping_bounds (N + 1) hx).2
    have h0 := (damping_bounds (N + 1) hx).1
    have e : ((N : ℝ) + 2) * (x ^ (N + 1 + 1) / ((N + 1 + 1).factorial : ℝ)) =
        x * (x ^ (N + 1) / ((N + 1).factorial : ℝ)) := by

      have h2 : (N : ℝ) + 2 ≠ 0 := by positivity
      have h3 : ((N + 1 + 1).factorial : ℝ) = ((N : ℝ) + 2) * ((N + 1).factorial : ℝ) := by
        rw [Nat.factorial_succ (N + 1)]
        push_cast
        ring
      rw [h3]
      simp only [div_eq_mul_inv, mul_inv]
      linear_combination
        (x ^ (N + 2) * ((N + 1).factorial : ℝ)⁻¹) * mul_inv_cancel₀ h2
    have h4 := mul_le_mul_of_nonneg_left h (show (0 : ℝ) ≤ (N : ℝ) + 2 by positivity)
    show ((N : ℝ) + 1) * damping (N + 1) x ≤ x * (x ^ (N + 1) / ((N + 1).factorial : ℝ))
    linarith
  have ht := (((damping_tendsto_zero hx).const_mul x).const_sub x).add hb
  rw [mul_zero, sub_zero, add_zero] at ht
  exact (tendsto_add_atTop_iff_nat 1).mp
    (ht.congr (fun N => (damping_partial_sum N x).symm))

/-- The increments weighted by the squared distance of their order from `x` sum to `x`. -/
theorem increment_spread {x : ℝ} (hx : 0 ≤ x) :
    HasSum (fun k : ℕ => increment k x * ((k : ℝ) - x) ^ 2) x := by
  have key : ∀ N : ℕ, ∑ k ∈ Finset.range (N + 1 + 1), increment k x * ((k : ℝ) - x) ^ 2 =
      x * (1 - damping (N + 1) x) + x * (x - 1) * increment (N + 1) x
        - x ^ 2 * increment N x := by
    intro N
    induction N with
    | zero =>
      simp [damping, increment, Finset.sum_range_succ]
      ring
    | succ N ih =>
      have h1 := increment_succ (N + 1) x
      have h2 := increment_succ N x
      rw [Finset.sum_range_succ, ih, damping_succ (N + 1) x]
      push_cast at h1 ⊢
      linear_combination ((N : ℝ) + 2 - 2 * x) * h1 + x * h2
  have hw : Tendsto (fun k => increment k x) atTop (𝓝 0) := by
    simpa only [increment, mul_zero] using
      (FloorSemiring.tendsto_pow_div_factorial_atTop x).const_mul (Real.exp (-x))
  have hs := tendsto_add_atTop_nat 1
  have ht := (((((damping_tendsto_zero hx).comp hs).const_sub 1).const_mul x).add
    ((hw.comp hs).const_mul (x * (x - 1)))).sub (hw.const_mul (x ^ 2))
  simp only [mul_zero, sub_zero, add_zero, mul_one] at ht
  rw [hasSum_iff_tendsto_nat_of_nonneg
    (fun k => mul_nonneg (by unfold increment; positivity) (sq_nonneg _))]
  exact (tendsto_add_atTop_iff_nat 2).mp (ht.congr (fun N => (key N).symm))

/-- For orders `n ≤ x` the missing part `1 - f_n`, multiplied by `(x - n)^2`, is at most `x`. -/
theorem low_orders_survive (n : ℕ) {x : ℝ} (hn : (n : ℝ) ≤ x) :
    (x - n) ^ 2 * (1 - damping n x) ≤ x := by
  have hx : 0 ≤ x := le_trans (Nat.cast_nonneg n) hn
  have hw : ∀ k, 0 ≤ increment k x := fun k => by unfold increment; positivity
  have e : 1 - damping n x = ∑ k ∈ Finset.range (n + 1), increment k x := by
    simp only [damping, increment, Finset.mul_sum, sub_sub_cancel]
  rw [e, mul_comm, Finset.sum_mul]
  refine le_trans (Finset.sum_le_sum fun k hk => ?_) (sum_le_hasSum
    (Finset.range (n + 1)) (fun k _ => mul_nonneg (hw k) (sq_nonneg _)) (increment_spread hx))
  have hk' : (k : ℝ) ≤ n := by exact_mod_cast Nat.lt_succ_iff.mp (Finset.mem_range.mp hk)
  refine mul_le_mul_of_nonneg_left ?_ (hw k)
  nlinarith [mul_nonneg (sub_nonneg.2 hk') (show 0 ≤ 2 * x - n - k by linarith)]

/-- For `0 ≤ x ≤ n + 1` the damping function of order `n`, multiplied by `(n + 1 - x)^2`, is at most
`x`. -/
theorem high_orders_damped (n : ℕ) {x : ℝ} (hx : 0 ≤ x) (hn : x ≤ (n : ℝ) + 1) :
    ((n : ℝ) + 1 - x) ^ 2 * damping n x ≤ x := by
  have hw : ∀ k, 0 ≤ increment k x := fun k => by unfold increment; positivity
  -- compare the increments between orders `n` and `n + m` with their weighted sum
  have key : ∀ m : ℕ, ((n : ℝ) + 1 - x) ^ 2 * (damping n x - damping (n + m) x) ≤
      ∑ k ∈ Finset.range (n + m + 1), increment k x * ((k : ℝ) - x) ^ 2 := by
    intro m
    induction m with
    | zero =>
      rw [add_zero, sub_self, mul_zero]
      exact Finset.sum_nonneg fun k _ => mul_nonneg (hw k) (sq_nonneg _)
    | succ m ih =>
      rw [← add_assoc n m 1, damping_succ, Finset.sum_range_succ _ (n + m + 1)]
      have hm : (0 : ℝ) ≤ m := Nat.cast_nonneg m
      have hsq : ((n : ℝ) + 1 - x) ^ 2 ≤ (((n + m + 1 : ℕ) : ℝ) - x) ^ 2 := by
        push_cast
        exact pow_le_pow_left₀ (by linarith) (by linarith) 2
      have h := mul_le_mul_of_nonneg_left hsq (hw (n + m + 1))
      linarith
  have hlim : Tendsto (fun m => damping (n + m) x) atTop (𝓝 0) :=
    (damping_tendsto_zero hx).comp
      (tendsto_atTop_mono (fun m => Nat.le_add_left m n) tendsto_id)
  have h := le_of_tendsto' ((hlim.const_sub (damping n x)).const_mul (((n : ℝ) + 1 - x) ^ 2))
    (fun m => (key m).trans (sum_le_hasSum _
      (fun k _ => mul_nonneg (hw k) (sq_nonneg _)) (increment_spread hx)))
  rwa [sub_zero] at h

end

end DampingSumRule
```

```lean
#print axioms DampingSumRule.damping_sum_rule
#print axioms DampingSumRule.low_orders_survive
#print axioms DampingSumRule.high_orders_damped
```

```
'DampingSumRule.damping_sum_rule' depends on axioms: [propext, Classical.choice, Quot.sound]
'DampingSumRule.low_orders_survive' depends on axioms: [propext, Classical.choice, Quot.sound]
'DampingSumRule.high_orders_damped' depends on axioms: [propext, Classical.choice, Quot.sound]
```

## How the proof follows the derivation

`damping_succ` and `increment_succ` are the two recursions. `hasDerivAt_damping` proves the slope formula by induction on the order, with the product rule applied to the new term.

`damping_bounds` gets the lower bound from `Real.sum_le_exp_of_nonneg`, multiplied by $e^{-x}$. For the upper bound, `monotoneOn_of_deriv_nonneg` turns the nonnegative slope of the difference into monotonicity on $[0,\infty)$, and the value at zero finishes the comparison. `damping_tendsto_zero` then squeezes $f_n$ between zero and a sequence that the factorial sends to zero.

`damping_partial_sum` is the finite sum. In its induction step, `linear_combination h1 + x * hf` combines the two recursions exactly as in the calculation of the growth above. `damping_sum_rule` uses the nonnegativity of the terms to reduce `HasSum` to the limit of the partial sums. The block `hb` handles $(N+1)f_{N+1}$, with `e` as the cancellation of $N+2$ against the factorial.

`increment_spread` has the same structure: `key` is the finite weighted identity, and `ht` takes its limit.

In `low_orders_survive`, `e` writes $1-f_n$ as a sum of increments. The final `nlinarith` compares the squares through $(n-k)(2x-n-k)\ge0$, and `sum_le_hasSum` bounds the finite weighted sum by $x$. In `high_orders_damped`, `key` makes the comparison up to order $n+m$ by induction on $m$, and `le_of_tendsto'` carries the inequality to the limit.
